# Eigenvalue error of a truncated dynamical matrix: the row-sum bound

To compare the spectra of two dynamical matrices eigenvalue by eigenvalue, one first fixes which eigenvalue of one is paired with which eigenvalue of the other. Here both spectra are sorted in decreasing order, repeated according to multiplicity and paired by position. For a Hermitian matrix $A$ on $N$ degrees of freedom the list is $\lambda_0(A)\ge\lambda_1(A)\ge\dots\ge\lambda_{N-1}(A)$. In Lean, $\lambda_k(A)$ is `hA.eigenvalues₀ k`, where `hA` is the hypothesis that $A$ is Hermitian and `k : Fin (Fintype.card n)` runs from $0$ to $N-1$. One could instead treat spectra as sets and ask only that each eigenvalue of $A$ lie near some eigenvalue of a second matrix $B$. That version ignores degeneracies: $\mathrm{diag}(1,0,0)$ and $\mathrm{diag}(1,1,0)$ have the same set of eigenvalues, while their sorted lists differ by $1$ at $k=1$.

In harmonic lattice dynamics the dynamical matrix has entries $D_{ij}=\Phi_{ij}/\sqrt{m_i m_j}$, with force constants $\Phi_{ij}$ and masses $m_i$, and its eigenvalues are squared frequencies, so the bound below limits the error in $\omega^2$ for a harmonic model with finitely many degrees of freedom. The finite type `n` labels these (atom and Cartesian direction). The scalars `𝕜`, written $\mathbb{K}$, are $\mathbb{R}$ or $\mathbb{C}$, which admits the complex Hermitian matrix $D(q)$ at a fixed wave vector $q$. The inner product $\langle x,y\rangle$ is antilinear in its first argument. Hermiticity is assumed throughout and not derived from a potential; positivity of the eigenvalues is not needed. The position $k$ is a rank in the sorted list, not a branch label followed through crossings.

```lean
import Mathlib

open scoped InnerProductSpace
open Matrix Module

namespace ForceConstantTruncation

noncomputable section

variable {𝕜 : Type*} [RCLike 𝕜] {E : Type*} [NormedAddCommGroup E] [InnerProductSpace 𝕜 E]
variable {n : Type*} [Fintype n] [DecidableEq n]
```

For a matrix $M$ let $r(M)=\max_i\sum_j|M_{ij}|$. This is `maxRowSum M`; the supremum runs over finitely many rows, and `‖M i j‖` is the modulus of the entry.

```lean
/-- The largest absolute row sum `max_i ∑_j |M_ij|` of a matrix. -/
def maxRowSum (M : Matrix n n 𝕜) : ℝ := ⨆ i, ∑ j, ‖M i j‖
```

Given a real function $d(i,j)$ and a radius $R$, the truncated matrix $D^{R}$, in Lean `cutoff d R D`, keeps $D_{ij}$ if $d(i,j)\le R$ and has $0$ otherwise.

```lean
/-- The dynamical matrix with all entries between degrees of freedom at distance `d i j`
larger than the cutoff radius `R` set to zero. -/
def cutoff (d : n → n → ℝ) (R : ℝ) (D : Matrix n n 𝕜) : Matrix n n 𝕜 :=
  Matrix.of fun i j => if d i j ≤ R then D i j else 0
```

## (a) A vector orthogonal to few constraints

*Task.* Let $E$ be a finite-dimensional inner product space and $w_i$ a family of fewer than $\dim E$ vectors. Show that some $x\ne0$ has $\langle w_i,x\rangle=0$ for all $i$.

*Solution.* Let $p$ be the number of vectors. The map $f:E\to\mathbb{K}^p$ with $f(x)_i=\langle w_i,x\rangle$ is linear. If no such $x$ existed, its kernel would be zero, $f$ would be injective, and $\dim E\le p$, against the assumption. In Lean, `hf` is the injectivity and `LinearMap.finrank_le_finrank_of_injective` gives the inequality of dimensions.

```lean
/-- Fewer vectors than the dimension of the space have a common nonzero orthogonal vector. -/
theorem exists_orthogonal [FiniteDimensional 𝕜 E] {ι : Type*} [Fintype ι] (w : ι → E)
    (h : Fintype.card ι < finrank 𝕜 E) : ∃ x : E, x ≠ 0 ∧ ∀ i, ⟪w i, x⟫_𝕜 = 0 := by
  by_contra hc
  let f : E →ₗ[𝕜] (ι → 𝕜) :=
    { toFun := fun x i => ⟪w i, x⟫_𝕜
      map_add' := fun x y => by funext i; simp [inner_add_right]
      map_smul' := fun c x => by funext i; simp [inner_smul_right] }
  have hf : Function.Injective f := by
    rw [injective_iff_map_eq_zero]
    intro x hx
    by_contra h0
    exact hc ⟨x, h0, fun i => congrFun hx i⟩
  have := LinearMap.finrank_le_finrank_of_injective hf
  rw [Module.finrank_fintype_fun_eq_card] at this
  omega
```

## (b) The quadratic form in normal modes

*Task.* Let $T$ be a self-adjoint operator on $E$ (`T.IsSymmetric`) and $b_i$ an orthonormal basis with $Tb_i=a_ib_i$ and real $a_i$. Show that $\operatorname{Re}\langle x,Tx\rangle=\sum_i a_i|\langle b_i,x\rangle|^2$ for every $x$.

*Solution.* Insert the resolution of the identity and move $T$ onto the basis vector:
$$\langle x,Tx\rangle=\sum_i\langle x,b_i\rangle\langle b_i,Tx\rangle=\sum_i\langle x,b_i\rangle\langle Tb_i,x\rangle=\sum_i a_i\,\overline{\langle b_i,x\rangle}\,\langle b_i,x\rangle .$$
Every term is real. The first equality is `sum_inner_mul_inner`, the second is the rewrite with `hT`, the third uses `h i`.

```lean
/-- In an orthonormal basis of normal modes with eigenvalues `a i`, the quadratic form is the
sum of `a i` times the squared mode amplitudes. -/
theorem form_eq_sum {ι : Type*} [Fintype ι] {T : E →ₗ[𝕜] E} (hT : T.IsSymmetric)
    (b : OrthonormalBasis ι 𝕜 E) (a : ι → ℝ) (h : ∀ i, T (b i) = (a i : 𝕜) • b i) (x : E) :
    RCLike.re ⟪x, T x⟫_𝕜 = ∑ i, a i * ‖⟪b i, x⟫_𝕜‖ ^ 2 := by
  rw [← b.sum_inner_mul_inner x (T x), map_sum]
  refine Finset.sum_congr rfl fun i _ => ?_
  rw [← hT (b i) x, h i, inner_smul_left, RCLike.conj_ofReal, ← inner_conj_symm x (b i),
    mul_left_comm, RCLike.conj_mul, ← RCLike.ofReal_pow, ← RCLike.ofReal_mul, RCLike.ofReal_re]
```

## (c) One-sided comparison of sorted eigenvalues

*Task.* Let $S,T$ be self-adjoint on $E$ with $\dim E=m$, and let $c$ be real, of either sign, with $\operatorname{Re}\langle x,Sx\rangle\le\operatorname{Re}\langle x,Tx\rangle+c\|x\|^2$ for all $x$. Show that $\lambda_k(S)\le\lambda_k(T)+c$ for every $k$ from $0$ to $m-1$.

*Solution.* Let $s_i$ and $t_i$ be orthonormal eigenbases of $S$ and $T$ in the sorted order. Impose orthogonality to $t_i$ for $i<k$ and to $s_i$ for $i>k$. These are $m-1$ constraints (none if $m=1$), so (a) gives $x\ne0$ obeying them. Part (b) with the identity operator gives $\|x\|^2=\sum_i|\langle b_i,x\rangle|^2$ in either basis. In the basis $s_i$ only $i\le k$ contributes, where $\lambda_i(S)\ge\lambda_k(S)$; in the basis $t_i$ only $i\ge k$ contributes, where $\lambda_i(T)\le\lambda_k(T)$. Hence
$$\lambda_k(S)\|x\|^2\le\operatorname{Re}\langle x,Sx\rangle\le\operatorname{Re}\langle x,Tx\rangle+c\|x\|^2\le(\lambda_k(T)+c)\|x\|^2 .$$
Dividing by $\|x\|^2>0$, which amounts to using the unit vector $x/\|x\|$, finishes the argument. This is an inequality of Weyl's type, obtained from a single trial vector; the min-max principle itself is neither stated nor used.

In Lean the constraints are indexed by `{i : Fin m // i ≠ k}`, `hN` is the expansion of the norm, and `h1` and `h2` are the first and last inequalities, each proved term by term from `eigenvalues_antitone` or from a vanishing amplitude. The constraint vector with index $i$ is $t_i$ for $i<k$ and $s_i$ for $i>k$.

```lean
/-- If the quadratic form of `S` exceeds that of `T` by at most `c ‖x‖²` for all `x`, then each
sorted eigenvalue of `S` exceeds the corresponding one of `T` by at most `c`. -/
theorem eigenvalue_le_of_form_le [FiniteDimensional 𝕜 E] {m : ℕ} (hm : finrank 𝕜 E = m)
    {S T : E →ₗ[𝕜] E} (hS : S.IsSymmetric) (hT : T.IsSymmetric) (c : ℝ)
    (h : ∀ x, RCLike.re ⟪x, S x⟫_𝕜 ≤ RCLike.re ⟪x, T x⟫_𝕜 + c * ‖x‖ ^ 2) (k : Fin m) :
    hS.eigenvalues hm k ≤ hT.eigenvalues hm k + c := by
  -- trial vector: orthogonal to the modes of `T` with index `i < k` and of `S` with index `i > k`
  obtain ⟨x, hx, hw⟩ := exists_orthogonal (𝕜 := 𝕜) (fun i : {i : Fin m // i ≠ k} =>
    if i.1 < k then hT.eigenvectorBasis hm i else hS.eigenvectorBasis hm i) (by
      have := Fintype.card_subtype_lt (p := fun i : Fin m => i ≠ k) (x := k) (by simp)
      rw [Fintype.card_fin] at this
      rw [hm]
      convert this)
  have hN : ∀ b : OrthonormalBasis (Fin m) 𝕜 E, ‖x‖ ^ 2 = ∑ i, ‖⟪b i, x⟫_𝕜‖ ^ 2 := fun b => by
    have := form_eq_sum (T := LinearMap.id) (fun _ _ => rfl) b (fun _ => 1) (fun i => by simp) x
    simp only [LinearMap.id_apply, one_mul, inner_self_eq_norm_sq] at this
    exact this
  have h1 : hS.eigenvalues hm k * ‖x‖ ^ 2 ≤ RCLike.re ⟪x, S x⟫_𝕜 := by
    rw [form_eq_sum hS _ _ (hS.apply_eigenvectorBasis hm), hN (hS.eigenvectorBasis hm),
      Finset.mul_sum]
    refine Finset.sum_le_sum fun i _ => ?_
    rcases le_or_gt i k with hi | hi
    · exact mul_le_mul_of_nonneg_right (hS.eigenvalues_antitone hm hi) (sq_nonneg _)
    · have := hw ⟨i, hi.ne'⟩
      simp only [if_neg (not_lt_of_gt hi)] at this
      simp [this]
  have h2 : RCLike.re ⟪x, T x⟫_𝕜 ≤ hT.eigenvalues hm k * ‖x‖ ^ 2 := by
    rw [form_eq_sum hT _ _ (hT.apply_eigenvectorBasis hm), hN (hT.eigenvectorBasis hm),
      Finset.mul_sum]
    refine Finset.sum_le_sum fun i _ => ?_
    rcases le_or_gt k i with hi | hi
    · exact mul_le_mul_of_nonneg_right (hT.eigenvalues_antitone hm hi) (sq_nonneg _)
    · have := hw ⟨i, hi.ne⟩
      simp only [if_pos hi] at this
      simp [this]
  have hpos : 0 < ‖x‖ ^ 2 := pow_pos (norm_pos_iff.2 hx) 2
  exact le_of_mul_le_mul_right (by linarith [h x]) hpos
```

## (d) The comparison for matrices

*Task.* State (c) for Hermitian matrices $A,B$ acting on $\mathbb{K}^N$.

*Solution.* A Hermitian matrix defines the self-adjoint operator $x\mapsto Ax$ on $\mathbb{K}^N$ with $\langle x,y\rangle=\sum_i\overline{x_i}\,y_i$, and its sorted eigenvalues are those of this operator. The space is `EuclideanSpace 𝕜 n`, the operator is `toEuclideanLin A`, and unfolding the definition of `eigenvalues₀` turns the claim into (c) with $m=N$.

```lean
/-- The same one-sided comparison for the sorted eigenvalues of two Hermitian matrices. -/
theorem matrix_eigenvalue_le {A B : Matrix n n 𝕜} (hA : A.IsHermitian) (hB : B.IsHermitian)
    (c : ℝ) (h : ∀ x : EuclideanSpace 𝕜 n, RCLike.re ⟪x, toEuclideanLin A x⟫_𝕜 ≤
      RCLike.re ⟪x, toEuclideanLin B x⟫_𝕜 + c * ‖x‖ ^ 2) (k : Fin (Fintype.card n)) :
    hA.eigenvalues₀ k ≤ hB.eigenvalues₀ k + c := by
  unfold Matrix.IsHermitian.eigenvalues₀
  exact eigenvalue_le_of_form_le _ _ _ c h k
```

## (e) Row-sum bound on a quadratic form

*Task.* For Hermitian $M$ show that $|\operatorname{Re}\langle x,Mx\rangle|\le r(M)\|x\|^2$.

*Solution.* The triangle inequality and $2|x_i||x_j|\le|x_i|^2+|x_j|^2$ give
$$|\langle x,Mx\rangle|\le\sum_{i,j}|M_{ij}||x_i||x_j|\le\tfrac12\sum_{i,j}|M_{ij}||x_i|^2+\tfrac12\sum_{i,j}|M_{ij}||x_j|^2 .$$
Since $M_{ij}=\overline{M_{ji}}$, the moduli are symmetric, and exchanging the names $i,j$ turns the second double sum into the first. The right side is therefore $\sum_i\big(\sum_j|M_{ij}|\big)|x_i|^2\le r(M)\|x\|^2$, and the real part is bounded by the modulus. In Lean, `hs` is the symmetry of the moduli, `h3` is the displayed estimate, with $|M_{ij}|(|x_i|-|x_j|)^2\ge0$ handed to `nlinarith`, `h2` is the exchange, and `h1` bounds each row sum by the maximum.

```lean
/-- The quadratic form of a Hermitian matrix is bounded in absolute value by its largest
absolute row sum times `‖x‖²`. -/
theorem abs_form_le {M : Matrix n n 𝕜} (hM : M.IsHermitian) (x : EuclideanSpace 𝕜 n) :
    |RCLike.re ⟪x, toEuclideanLin M x⟫_𝕜| ≤ maxRowSum M * ‖x‖ ^ 2 := by
  have hs : ∀ i j, ‖M i j‖ = ‖M j i‖ := fun i j => by rw [← hM.apply i j, norm_star]
  have hx : ‖x‖ ^ 2 = ∑ i, ‖x i‖ ^ 2 := by
    rw [EuclideanSpace.norm_eq]
    exact Real.sq_sqrt (by positivity)
  have h1 : ∑ i, ∑ j, ‖M i j‖ * ‖x i‖ ^ 2 ≤ maxRowSum M * ‖x‖ ^ 2 := by
    rw [hx, Finset.mul_sum]
    refine Finset.sum_le_sum fun i _ => ?_
    rw [← Finset.sum_mul]
    exact mul_le_mul_of_nonneg_right
      (le_ciSup (f := fun i => ∑ j, ‖M i j‖) (Set.finite_range _).bddAbove i) (sq_nonneg _)
  -- column sums equal row sums
  have h2 : ∑ i, ∑ j, ‖M i j‖ * ‖x j‖ ^ 2 = ∑ i, ∑ j, ‖M i j‖ * ‖x i‖ ^ 2 := by
    rw [Finset.sum_comm]
    exact Finset.sum_congr rfl fun i _ => Finset.sum_congr rfl fun j _ => by rw [hs j i]
  have h3 : ‖⟪x, toEuclideanLin M x⟫_𝕜‖ ≤
      ∑ i, (∑ j, ‖M i j‖ * ‖x i‖ ^ 2 + ∑ j, ‖M i j‖ * ‖x j‖ ^ 2) / 2 := by
    rw [PiLp.inner_apply]
    refine (norm_sum_le _ _).trans (Finset.sum_le_sum fun i _ => ?_)
    have hy : toEuclideanLin M x i = ∑ j, M i j * x j := rfl
    refine (norm_inner_le_norm _ _).trans ?_
    rw [hy, ← Finset.sum_add_distrib, Finset.sum_div]
    refine (mul_le_mul_of_nonneg_left (norm_sum_le _ _) (norm_nonneg _)).trans ?_
    rw [Finset.mul_sum]
    refine Finset.sum_le_sum fun j _ => ?_
    rw [norm_mul]
    nlinarith [mul_nonneg (norm_nonneg (M i j)) (sq_nonneg (‖x i‖ - ‖x j‖))]
  rw [← Finset.sum_div, Finset.sum_add_distrib, h2] at h3
  linarith [RCLike.abs_re_le_norm ⟪x, toEuclideanLin M x⟫_𝕜]
```

## (f) The eigenvalue error bound

*Task.* For Hermitian $A,B$, real or complex, show that $|\lambda_k(A)-\lambda_k(B)|\le r(A-B)$ for every $k$.

*Solution.* Put $\delta=r(A-B)$. The difference $A-B$ is Hermitian, so (e) gives
$$-\delta\|x\|^2\le\operatorname{Re}\langle x,Ax\rangle-\operatorname{Re}\langle x,Bx\rangle\le\delta\|x\|^2 .$$
The right inequality is the hypothesis of (d) with $c=\delta$ and yields $\lambda_k(A)\le\lambda_k(B)+\delta$. The left one is the same hypothesis with $A$ and $B$ exchanged and yields $\lambda_k(B)\le\lambda_k(A)+\delta$. These are `h1` and `h2`, and `h` is the two-sided estimate. The perturbation bound usually attached to Weyl's name has the operator norm of $A-B$ on the right; the theorem here has the row sum, which can be larger but is read directly from the entries.

```lean
/-- For Hermitian dynamical matrices `A`, `B`, real or complex, the `k`-th sorted eigenvalues
differ by at most the largest absolute row sum of `A - B`, for every `k`. -/
theorem eigenvalue_error_le {A B : Matrix n n 𝕜} (hA : A.IsHermitian) (hB : B.IsHermitian)
    (k : Fin (Fintype.card n)) :
    |hA.eigenvalues₀ k - hB.eigenvalues₀ k| ≤ maxRowSum (A - B) := by
  have h : ∀ x : EuclideanSpace 𝕜 n, |RCLike.re ⟪x, toEuclideanLin A x⟫_𝕜 -
      RCLike.re ⟪x, toEuclideanLin B x⟫_𝕜| ≤ maxRowSum (A - B) * ‖x‖ ^ 2 := fun x => by
    have := abs_form_le (hA.sub hB) x
    rwa [map_sub, LinearMap.sub_apply, inner_sub_right, map_sub] at this
  have h1 := matrix_eigenvalue_le hA hB (maxRowSum (A - B))
    (fun x => by linarith [(abs_le.1 (h x)).2]) k
  have h2 := matrix_eigenvalue_le hB hA (maxRowSum (A - B))
    (fun x => by linarith [(abs_le.1 (h x)).1]) k
  exact abs_le.2 ⟨by linarith, by linarith⟩
```

## (g) Real symmetric matrices

*Task.* For real symmetric $A,B$ show that $|\lambda_k(A)-\lambda_k(B)|\le\max_i\sum_j|A_{ij}-B_{ij}|$.

*Solution.* Over $\mathbb{R}$ conjugation is trivial, so `A.IsHermitian` says $A_{ij}=A_{ji}$, and the modulus is the absolute value. The claim is (f) with $r$ written out.

```lean
/-- For real symmetric `A`, `B` the `k`-th sorted eigenvalues differ by at most
`max_i ∑_j |A_ij - B_ij|`. -/
theorem eigenvalue_error_le_real {A B : Matrix n n ℝ} (hA : A.IsHermitian) (hB : B.IsHermitian)
    (k : Fin (Fintype.card n)) :
    |hA.eigenvalues₀ k - hB.eigenvalues₀ k| ≤ ⨆ i, ∑ j, |A i j - B i j| := by
  have := eigenvalue_error_le hA hB k
  simp only [maxRowSum, Matrix.sub_apply, Real.norm_eq_abs] at this
  exact this
```

## (h) The truncated matrix is Hermitian

*Task.* Let $d(i,j)=d(j,i)$ and let $D$ be Hermitian. Show that $D^R$ is Hermitian.

*Solution.* By the symmetry of $d$ the entries $(i,j)$ and $(j,i)$ are kept or discarded together. If they are kept, $\overline{D_{ji}}=D_{ij}$; if they are discarded, $\overline0=0$. These are the two branches after `split_ifs`. Symmetry, `hd`, is the only property asked of $d$; for a physical distance the directions of one atom have $d=0$ and the on-site block survives whenever $R\ge0$.

```lean
omit [Fintype n] [DecidableEq n] in
/-- Truncating a Hermitian matrix with a symmetric distance gives a Hermitian matrix. -/
theorem cutoff_isHermitian {d : n → n → ℝ} (hd : ∀ i j, d i j = d j i) (R : ℝ)
    {D : Matrix n n 𝕜} (hD : D.IsHermitian) : (cutoff d R D).IsHermitian := by
  ext i j
  simp only [cutoff, conjTranspose_apply, of_apply, hd j i]
  split_ifs
  · exact hD.apply i j
  · exact star_zero _
```

## (i) Truncation error

*Task.* Under the assumptions of (h) show that
$$|\lambda_k(D)-\lambda_k(D^R)|\le\max_i\sum_{j:\,d(i,j)>R}|D_{ij}| .$$

*Solution.* Apply (f) with $A=D$ and $B=D^R$. The entry $(D-D^R)_{ij}$ is $0$ for $d(i,j)\le R$ and $D_{ij}$ for $d(i,j)>R$, so each row sum of the difference equals the sum over the discarded entries of that row. In Lean, `iSup_congr` reduces the claim to one row and `le_or_gt` separates the two cases for one entry. The truncation is a bare zeroing of matrix entries: the diagonal is not readjusted to restore the acoustic sum rule.

```lean
/-- Truncation at radius `R` shifts each sorted eigenvalue by at most the largest row sum of the
absolute values of the discarded entries. -/
theorem cutoff_error_le {d : n → n → ℝ} (hd : ∀ i j, d i j = d j i) (R : ℝ)
    {D : Matrix n n 𝕜} (hD : D.IsHermitian) (k : Fin (Fintype.card n)) :
    |hD.eigenvalues₀ k - (cutoff_isHermitian hd R hD).eigenvalues₀ k| ≤
      ⨆ i, ∑ j ∈ Finset.univ.filter (fun j => R < d i j), ‖D i j‖ := by
  refine (eigenvalue_error_le hD _ k).trans_eq ?_
  unfold maxRowSum
  refine iSup_congr fun i => ?_
  rw [Finset.sum_filter]
  refine Finset.sum_congr rfl fun j _ => ?_
  rcases le_or_gt (d i j) R with h | h
  · simp [cutoff, h, not_lt_of_ge h]
  · simp [cutoff, h, not_le_of_gt h]
```

*A numerical instance.* Take three unit masses moving along a line, labelled $0,1,2$, with unit springs between all pairs, $d(i,j)=|i-j|$ and $R=1$:
$$D=\begin{pmatrix}2&-1&-1\\-1&2&-1\\-1&-1&2\end{pmatrix},\qquad D^R=\begin{pmatrix}2&-1&0\\-1&2&-1\\0&-1&2\end{pmatrix}.$$
The sorted eigenvalues are $(3,3,0)$ for $D$ and $(2+\sqrt2,\,2,\,2-\sqrt2)$ for $D^R$. The discarded row sums are $1,0,1$, so the bound is $1$. The errors are $\sqrt2-1\approx0.41$, then $1$, then $2-\sqrt2\approx0.59$. The bound is reached at $k=1$: the unit vector $(1,0,-1)/\sqrt2$ is an eigenvector of both matrices, with eigenvalues $3$ and $2$. The translation $(1,1,1)/\sqrt3$ has eigenvalue $0$ for $D$ and is not an eigenvector of $D^R$.

*In a calculation.* If the discarded entries are known, one can add up their moduli $|D_{ij}|$, which already contain the masses, row by row while building the truncated matrix and keep the largest total $\delta$; no diagonalisation of the full matrix is needed. A diagonalisation routine that returns ascending order causes no difficulty, because reversing both lists keeps the pairing. Where both eigenvalues are squares of positive frequencies $\omega,\omega'$, the factorisation $\omega^2-\omega'^2=(\omega-\omega')(\omega+\omega')$ gives $|\omega-\omega'|\le\delta/(\omega+\omega')$, which is weakest for soft modes. In a periodic crystal each entry of $D(q)$ is a sum over lattice images, and a real-space cutoff in general changes the entry without zeroing it; there, and after a sum-rule correction, one applies (f) to the actual difference, provided the modified matrix is still Hermitian. The example and the frequency estimate are paper arithmetic and appear in no theorem.

## (j) The bound is attained

*Task.* Let $A$ be Hermitian, $c$ real, and $B=A+c\,\mathbb{1}$ with the identity matrix $\mathbb{1}$. Show that $|\lambda_k(B)-\lambda_k(A)|=r(B-A)$ for every $k$.

*Solution.* Here $\operatorname{Re}\langle x,Bx\rangle=\operatorname{Re}\langle x,Ax\rangle+c\|x\|^2$ exactly. Part (d) with constant $c$ gives $\lambda_k(B)\le\lambda_k(A)+c$, and with the matrices exchanged and constant $-c$ it gives $\lambda_k(A)\le\lambda_k(B)-c$. Thus $\lambda_k(B)-\lambda_k(A)=c$. Each row of $c\,\mathbb{1}$ has the single entry $c$ on the diagonal, so every row sum is $|c|$, and $r(B-A)=|c|$ because the existence of an index $k$ means $N\ge1$. In Lean, `h` is the identity of forms, `h1` and `h2` are the two comparisons and `hr` is the row sum; the Hermiticity of $B$ enters as the hypothesis `hB`. The equality concerns the pairs of part (f) that differ by a uniform shift; it is not a statement about matrices of the form $D^R$.

```lean
/-- The bound is attained: adding a real multiple of the identity to `A` moves every sorted
eigenvalue by exactly the largest absolute row sum of the change. -/
theorem eigenvalue_error_sharp {A : Matrix n n 𝕜} (hA : A.IsHermitian) (c : ℝ)
    (hB : (A + (c : 𝕜) • 1).IsHermitian) (k : Fin (Fintype.card n)) :
    |hB.eigenvalues₀ k - hA.eigenvalues₀ k| = maxRowSum (A + (c : 𝕜) • 1 - A) := by
  have : Nonempty n := Fintype.card_pos_iff.1 k.pos
  have h : ∀ x : EuclideanSpace 𝕜 n, RCLike.re ⟪x, toEuclideanLin (A + (c : 𝕜) • 1) x⟫_𝕜 =
      RCLike.re ⟪x, toEuclideanLin A x⟫_𝕜 + c * ‖x‖ ^ 2 := fun x => by
    have h1 : toEuclideanLin (1 : Matrix n n 𝕜) x = x := by
      ext i
      show ((1 : Matrix n n 𝕜) *ᵥ x.ofLp) i = _
      rw [Matrix.one_mulVec]
    rw [map_add, map_smul, LinearMap.add_apply, LinearMap.smul_apply, h1, inner_add_right,
      map_add, inner_smul_right, RCLike.re_ofReal_mul, inner_self_eq_norm_sq]
  have h1 := matrix_eigenvalue_le hB hA c (fun x => (h x).le) k
  have h2 := matrix_eigenvalue_le hA hB (-c) (fun x => by linarith [h x]) k
  have hr : ∀ i, ∑ j, ‖((c : 𝕜) • (1 : Matrix n n 𝕜)) i j‖ = |c| := fun i => by
    rw [Finset.sum_eq_single i (fun j _ hj => by simp [Matrix.one_apply_ne' hj]) (by simp)]
    simp
  rw [add_sub_cancel_left, maxRowSum, iSup_congr hr, ciSup_const]
  congr 1
  linarith

end

end ForceConstantTruncation
```

```lean
#print axioms ForceConstantTruncation.eigenvalue_error_le
-- 'ForceConstantTruncation.eigenvalue_error_le' depends on axioms: [propext, Classical.choice, Quot.sound]
#print axioms ForceConstantTruncation.eigenvalue_error_le_real
-- 'ForceConstantTruncation.eigenvalue_error_le_real' depends on axioms: [propext, Classical.choice, Quot.sound]
#print axioms ForceConstantTruncation.cutoff_error_le
-- 'ForceConstantTruncation.cutoff_error_le' depends on axioms: [propext, Classical.choice, Quot.sound]
#print axioms ForceConstantTruncation.eigenvalue_error_sharp
-- 'ForceConstantTruncation.eigenvalue_error_sharp' depends on axioms: [propext, Classical.choice, Quot.sound]
```
